# Larmor precession at a constant rate about a fixed axis is rotation of the initial moment

## A moment perpendicular to the field axis

Take a magnetic moment $M(t)$ that turns about the third coordinate axis with signed angular frequency $w$. With components numbered 0, 1, 2, its equation of motion is

$$M_0'=-wM_1,\qquad M_1'=wM_0,\qquad M_2'=0 .$$

If $M(0)=(1,0,0)$, then $M(t)=(\cos wt,\sin wt,0)$ is a solution, as differentiation shows. To see that it is the only one, let $d$ be the difference of two solutions with the same initial value. The equation is linear, so $d$ obeys it too, and

$$\frac{d}{dt}\left(d_0^2+d_1^2+d_2^2\right)=2(-w\,d_0d_1+w\,d_1d_0)=0 .$$

The squared length of $d$ starts at zero and stays there. For a general axis the argument is the same: exhibit a solution, then use a conserved length to exclude any other.

## Torque and the equation of motion

A static uniform field $B=b\,n$, with $n$ a unit vector and $b$ real, exerts the torque $M\times B$ on a moment. The torque is the rate of change of the angular momentum $L$, and $M=\gamma L$ with the gyromagnetic ratio $\gamma$, so $M'=\gamma M\times B$. Reversing the cross product gives

$$M'=\gamma b\,M\times n=-\gamma b\,n\times M,$$

which has the form $M'=w\,n\times M$ with $w=-\gamma b$.

For a single quantum spin $S$ whose Hamiltonian is the Zeeman term $-\gamma\,S\cdot B$ alone, the expectation value of $S$ obeys the same equation. Further terms, such as a quadrupole coupling for spin 1 or higher, in general spoil this.

## The explicit solution and its derivation

Let $n\cdot n=1$. The claim is that $M'(t)=w\,n\times M(t)$ holds for every real $t$ if and only if, for every real $t$,

$$M(t)=\cos(wt)\,M(0)+\sin(wt)\,n\times M(0)+(1-\cos(wt))\,(n\cdot M(0))\,n .$$

**The double cross product.** For any vector $v$, component 0 of $n\times(n\times v)$ is

$$n_1(n_0v_1-n_1v_0)-n_2(n_2v_0-n_0v_2)=n_0(n\cdot v)-(n\cdot n)v_0 .$$

The other components follow by cyclic permutation. Since $n\cdot n=1$, we get $n\times(n\times v)=(n\cdot v)n-v$.

**A solution for each initial vector.** Put $R(t)=\cos(wt)v+\sin(wt)\,n\times v+(1-\cos(wt))(n\cdot v)n$. Then $R(0)=v$ and

$$R'=w\left[-\sin(wt)v+\cos(wt)\,n\times v+\sin(wt)(n\cdot v)n\right].$$

On the other side, $n\times n=0$ and the double cross product give

$$n\times R=\cos(wt)\,n\times v+\sin(wt)\left[(n\cdot v)n-v\right],$$

so $R'=w\,n\times R$.

**Conserved scalar products.** If $M$ and $N$ both solve the equation, then

$$(M\cdot N)'=w(n\times M)\cdot N+wM\cdot(n\times N)=w\,n\cdot(M\times N)+w\,n\cdot(N\times M)=0 .$$

**Uniqueness.** Suppose also that $M(0)=N(0)$. In

$$|M-N|^2=M\cdot M-M\cdot N-N\cdot M+N\cdot N$$

every term keeps its initial value, and the initial values sum to zero. Hence $M(t)=N(t)$ for all $t$.

**Both directions.** A solution $M$ agrees at time zero with $R$ for $v=M(0)$, hence always. Conversely, if $M$ is given by the formula, it is the function $R$ and therefore satisfies the equation.

## When the moment returns

Write $v=M(0)$ and $c=\cos(wt)$. If $M(t)=v$, taking the scalar product of the formula with $v$ removes the sine term and leaves

$$(1-c)\left(v\cdot v-(n\cdot v)^2\right)=0 .$$

The second factor is $|v-(n\cdot v)n|^2$. So either $c=1$, or $v=(n\cdot v)n$ lies along the axis, the zero vector included. Conversely, $c=1$ forces $\sin(wt)=0$ and the formula returns $v$. If $v$ lies along the axis, then $n\times v=0$ and the remaining terms add up to $cv+(1-c)v=v$.

## Reading the Lean statement

A vector is a function `Fin 3 → ℝ`, `⨯₃` is the cross product and `⬝ᵥ` the scalar product. The unit-length condition is written `n ⬝ᵥ n = 1`, because the norm that Mathlib puts on this function type is the largest absolute component, not the Euclidean length. Derivatives are the same for both norms.

`IsPrecession n w M` says that `M` has derivative `w • (n ⨯₃ M t)` at every real time, negative times included. The theorem `larmor_precession` writes this condition out on its left side and the solution on its right. Differentiability is part of the equation of motion in one direction and a consequence of the formula in the other. The frequency `w` may be positive, negative or zero.

`torque_equation_solution` starts from the torque law, which is a hypothesis, and `return_iff` states the return condition. Both also assume that `n` is a unit vector, which their docstrings do not repeat. The axis, the rate and the field are constant in time; relaxation and driving fields are not in the model.

It matters that the equation uses `HasDerivAt`. Someone might write `deriv M t = w • (n ⨯₃ M t)` instead, but `deriv` is zero wherever a function is not differentiable. A moment that jumps from $n$ to $2n$ would then satisfy the equation at every time, since $n\times M=0$ throughout, and uniqueness would fail.

## The Lean file

```lean
import Mathlib

open Matrix

namespace LarmorPrecession

noncomputable section

/-- The equation of motion `M' = w n × M` of a magnetic moment, required at every time. -/
def IsPrecession (n : Fin 3 → ℝ) (w : ℝ) (M : ℝ → Fin 3 → ℝ) : Prop :=
  ∀ t, HasDerivAt M (w • (n ⨯₃ M t)) t

/-- The vector `cos θ v + sin θ (n × v) + (1 - cos θ) (n · v) n`; for a unit vector `n` it is
`v` rotated about `n` by the angle `θ`. -/
def rotate (n : Fin 3 → ℝ) (θ : ℝ) (v : Fin 3 → ℝ) : Fin 3 → ℝ :=
  Real.cos θ • v + Real.sin θ • (n ⨯₃ v) + (1 - Real.cos θ) • ((n ⬝ᵥ v) • n)

/-- Taking the cross product with a unit vector `n` twice gives minus the part of `v`
perpendicular to `n`. -/
theorem cross_cross_unit {n : Fin 3 → ℝ} (hn : n ⬝ᵥ n = 1) (v : Fin 3 → ℝ) :
    n ⨯₃ (n ⨯₃ v) = (n ⬝ᵥ v) • n - v := by
  have h : n 0 * n 0 + n 1 * n 1 + n 2 * n 2 = 1 := by
    simpa only [dotProduct, Fin.sum_univ_three] using hn
  ext i
  fin_cases i
  · simp [cross_apply, dotProduct, Fin.sum_univ_three]
    linear_combination (-(v 0)) * h
  · simp [cross_apply, dotProduct, Fin.sum_univ_three]
    linear_combination (-(v 1)) * h
  · simp [cross_apply, dotProduct, Fin.sum_univ_three]
    linear_combination (-(v 2)) * h

/-- Rotating any initial vector about the unit axis `n` by the angle `w t` solves the
equation of motion. -/
theorem rotate_isPrecession {n : Fin 3 → ℝ} (hn : n ⬝ᵥ n = 1) (w : ℝ) (v : Fin 3 → ℝ) :
    IsPrecession n w (fun t => rotate n (w * t) v) := by
  intro t
  have hl : HasDerivAt (fun s : ℝ => w * s) w t := by
    simpa using (hasDerivAt_id t).const_mul w
  have hc := hl.cos
  have hs := hl.sin
  have e := ((hc.smul_const v).fun_add (hs.smul_const (n ⨯₃ v))).fun_add
    ((hc.const_sub 1).smul_const ((n ⬝ᵥ v) • n))
  refine HasDerivAt.congr_deriv e ?_
  -- the double cross product turns the sine term into the derivative of the cosine terms
  simp only [rotate, map_add, map_smul, cross_self, cross_cross_unit hn]
  module

/-- The scalar product of two moments precessing about the same axis at the same rate is
conserved. -/
theorem dot_conserved {n : Fin 3 → ℝ} {w : ℝ} {M N : ℝ → Fin 3 → ℝ}
    (hM : IsPrecession n w M) (hN : IsPrecession n w N) (t : ℝ) :
    M t ⬝ᵥ N t = M 0 ⬝ᵥ N 0 := by
  have h : ∀ s, HasDerivAt (fun s => M s ⬝ᵥ N s) 0 s := by
    intro s
    have a := hasDerivAt_pi.1 (hM s)
    have b := hasDerivAt_pi.1 (hN s)
    have e := (((a 0).fun_mul (b 0)).fun_add ((a 1).fun_mul (b 1))).fun_add
      ((a 2).fun_mul (b 2))
    have hf : (fun s => M s ⬝ᵥ N s) =
        fun s => M s 0 * N s 0 + M s 1 * N s 1 + M s 2 * N s 2 := by
      funext s
      simp only [dotProduct, Fin.sum_univ_three]
    rw [hf]
    refine e.congr_deriv ?_
    -- the two triple products cancel
    simp only [cross_apply, Pi.smul_apply, smul_eq_mul, Matrix.cons_val]
    ring
  exact is_const_of_deriv_eq_zero (fun s => (h s).differentiableAt) (fun s => (h s).deriv) t 0

/-- Two precessing moments that agree at time zero agree at all times. -/
theorem precession_unique {n : Fin 3 → ℝ} {w : ℝ} {M N : ℝ → Fin 3 → ℝ}
    (hM : IsPrecession n w M) (hN : IsPrecession n w N) (h0 : M 0 = N 0) (t : ℝ) :
    M t = N t := by
  -- the squared length of the difference is built from conserved scalar products
  have h : (M t - N t) ⬝ᵥ (M t - N t) = 0 := by
    rw [sub_dotProduct, dotProduct_sub, dotProduct_sub, dot_conserved hM hM t,
      dot_conserved hM hN t, dot_conserved hN hM t, dot_conserved hN hN t, h0]
    ring
  exact sub_eq_zero.1 (dotProduct_self_eq_zero.1 h)

/-- Larmor precession: a moment obeys `M' = w n × M` with `n` a unit vector if and only if it is
given at every time by the explicit rotation formula applied to its initial value. -/
theorem larmor_precession {n : Fin 3 → ℝ} (hn : n ⬝ᵥ n = 1) (w : ℝ) (M : ℝ → Fin 3 → ℝ) :
    (∀ t, HasDerivAt M (w • (n ⨯₃ M t)) t) ↔
      ∀ t, M t = Real.cos (w * t) • M 0 + Real.sin (w * t) • (n ⨯₃ M 0)
        + (1 - Real.cos (w * t)) • ((n ⬝ᵥ M 0) • n) := by
  have e := rotate_isPrecession hn w (M 0)
  constructor
  · intro hM t
    exact precession_unique hM e (by simp [rotate]) t
  · intro h
    have hR : (fun t => rotate n (w * t) (M 0)) = M := (funext h).symm
    rw [hR] at e
    exact e

/-- A moment with gyromagnetic ratio `γ` in the static field `B = b n`, obeying the torque
equation `M' = γ M × B`, is its initial value rotated about `n` by the angle `-γ b t`. -/
theorem torque_equation_solution {n : Fin 3 → ℝ} (hn : n ⬝ᵥ n = 1) (γ b : ℝ)
    {M : ℝ → Fin 3 → ℝ} (hM : ∀ t, HasDerivAt M (γ • (M t ⨯₃ (b • n))) t) (t : ℝ) :
    M t = rotate n (-(γ * b) * t) (M 0) := by
  refine (larmor_precession hn (-(γ * b)) M).1 (fun s => (hM s).congr_deriv ?_) t
  -- reversing the cross product gives the sign of the angular frequency
  rw [map_smul, ← cross_anticomm n (M s)]
  module

/-- A precessing moment is back at its initial value at time `t` exactly when `cos (w t) = 1` or
the initial moment lies along the axis. -/
theorem return_iff {n : Fin 3 → ℝ} (hn : n ⬝ᵥ n = 1) {w : ℝ} {M : ℝ → Fin 3 → ℝ}
    (hM : IsPrecession n w M) (t : ℝ) :
    M t = M 0 ↔ Real.cos (w * t) = 1 ∨ M 0 = (n ⬝ᵥ M 0) • n := by
  rw [(larmor_precession hn w M).1 hM t]
  generalize M 0 = v
  constructor
  · intro h
    -- project the return condition on the initial moment
    have h1 := congrArg (fun x => v ⬝ᵥ x) h
    simp only [dotProduct_add, dotProduct_smul, dot_cross_self, smul_eq_mul,
      dotProduct_comm v n] at h1
    have h2 : (1 - Real.cos (w * t)) *
        ((v - (n ⬝ᵥ v) • n) ⬝ᵥ (v - (n ⬝ᵥ v) • n)) = 0 := by
      simp only [sub_dotProduct, dotProduct_sub, smul_dotProduct, dotProduct_smul,
        smul_eq_mul, hn, dotProduct_comm v n]
      linear_combination -h1
    rcases mul_eq_zero.1 h2 with h3 | h3
    · left
      linarith
    · right
      exact sub_eq_zero.1 (dotProduct_self_eq_zero.1 h3)
  · rintro (h | h)
    · have hs : Real.sin (w * t) = 0 := by
        have h1 := Real.sin_sq_add_cos_sq (w * t)
        rw [h] at h1
        exact (pow_eq_zero_iff two_ne_zero).1 (by linarith)
      simp [h, hs]
    · have hx : n ⨯₃ v = 0 := by
        rw [h, map_smul, cross_self, smul_zero]
      rw [hx, ← h]
      module

end

end LarmorPrecession
```

```lean
#print axioms LarmorPrecession.larmor_precession
#print axioms LarmorPrecession.torque_equation_solution
#print axioms LarmorPrecession.return_iff
```

```
'LarmorPrecession.larmor_precession' depends on axioms: [propext, Classical.choice, Quot.sound]
'LarmorPrecession.torque_equation_solution' depends on axioms: [propext, Classical.choice, Quot.sound]
'LarmorPrecession.return_iff' depends on axioms: [propext, Classical.choice, Quot.sound]
```

## How the proof follows the derivation

`cross_cross_unit` checks the double cross product component by component. In each case `linear_combination` subtracts a multiple of the unit-length equation, which is where $(n\cdot n)v_i$ becomes $v_i$.

`rotate_isPrecession` differentiates the three terms of `rotate` by the chain rule. `HasDerivAt.congr_deriv` then leaves the equality of the computed derivative and $w\,n\times R$. After `simp only` has expanded the cross product by linearity and applied `cross_cross_unit`, `module` compares the coefficients of the vectors.

`dot_conserved` passes to components with `hasDerivAt_pi` and applies the product rule to each of the three products. The cancellation of the triple products is done by `ring`, and `is_const_of_deriv_eq_zero` turns the zero derivative into a constant. No unit length is needed here, nor in `precession_unique`, which expands the squared difference and replaces each scalar product by its initial value.

In `larmor_precession`, the forward direction applies uniqueness to `M` and the rotated initial vector; `simp [rotate]` checks that they agree at time zero. The reverse direction uses `funext` to identify the two functions, so that the derivative already computed for one holds for the other.

`torque_equation_solution` reverses the cross product with `cross_anticomm` and applies the main theorem with frequency `-(γ * b)`. In `return_iff`, `h1` is the return condition projected on the initial moment, and `h2` says that the product of $1-c$ with the squared perpendicular part is zero; `mul_eq_zero` splits it into the two alternatives.

## A time step in a spin simulation

In a classical spin simulation without damping, where the field is held fixed during a step $\Delta t$, the formula gives the update directly. For a nonzero field $B$, compute $b=|B|$, $n=B/b$ and $\theta=-\gamma b\,\Delta t$, and replace $M$ by

$$\cos\theta\,M+\sin\theta\,n\times M+(1-\cos\theta)(n\cdot M)n .$$

For zero field, leave $M$ unchanged. In exact arithmetic this step preserves the length of the moment. An explicit Euler step with $w=-\gamma b$ instead gives

$$|M+\Delta t\,w\,n\times M|^2=|M|^2+(w\Delta t)^2|n\times M|^2,$$

so a precessing moment grows at every step. If the field varies in time or depends on neighbouring spins, holding it fixed in general introduces an error of its own, even though each rotation is exact for the frozen field.
